# Kummer's dual criterion for finitely many expectation values in finite dimension

Suppose a variational calculation proposes values for the real and imaginary parts of the elements of a two-electron reduced density matrix in a finite orbital basis, and you want to know whether any N-electron state built from these orbitals has them. Each of these parts is the expectation value of a Hermitian operator. One test is to choose real coefficients, form that linear combination of these observables on the N-electron space, and compute its lowest eigenvalue. If this lies above the same combination of the proposed values, no state has them, pure or mixed.

For finitely many Hermitian matrices on a finite-dimensional space, part (h) shows that this test is complete: values that no choice of coefficients rules out do belong to a density matrix. Kummer's name is attached to the reduced density matrices of N fermions. The theorem below concerns any finite list of Hermitian matrices, and the fermionic case enters through the choice of space and observables.

## States, expectation values and combined observables

The finite type `n` labels an orthonormal basis of the state space, for instance the Slater determinants of N electrons in a finite orbital basis. The finite type `m` labels the observables.

```lean
import Mathlib

open Matrix
open scoped ComplexOrder

namespace KummerDual

noncomputable section

variable {n m : Type*} [Fintype n] [DecidableEq n] [Fintype m]
```

A density matrix ρ is a positive semidefinite complex matrix of trace one. Mixed states are included.

```lean
/-- A density matrix: positive semidefinite with trace one. -/
def IsDensity (ρ : Matrix n n ℂ) : Prop := ρ.PosSemidef ∧ ρ.trace = 1
```

Write ⟨φ, χ⟩ for the inner product, conjugate-linear in φ. In Lean it is `star φ ⬝ᵥ χ`, and a unit vector is one with `star ψ ⬝ᵥ ψ = 1`. The expectation value is defined as a real number,

E(A, ψ) = Re ⟨ψ, Aψ⟩,

where taking the real part loses nothing if A is Hermitian.

```lean
/-- The real part of `⟨ψ, A ψ⟩`. -/
def expect (A : Matrix n n ℂ) (ψ : n → ℂ) : ℝ := (star ψ ⬝ᵥ A *ᵥ ψ).re
```

For observables O_j and real coefficients k_j, write O(k) = Σ_j k_j O_j.

```lean
/-- The real linear combination `∑ k_j O_j` of observables. -/
def combination (O : m → Matrix n n ℂ) (k : m → ℝ) : Matrix n n ℂ :=
  ∑ j, (k j : ℂ) • O j
```

## (a) The norm in terms of amplitudes

**Task.** Show that the squared norm of a vector φ is a real number, the sum of its squared amplitudes:

⟨φ, φ⟩ = Σ_i |φ_i|².

**Solution.** By definition ⟨φ, φ⟩ = Σ_i φ_i* φ_i, and each term is |φ_i|². Lean unfolds the inner product and uses the same identity term by term.

```lean
omit [DecidableEq n] in
/-- The squared norm of a vector is the sum of the squared moduli of its entries. -/
theorem star_dot_self (φ : n → ℂ) :
    star φ ⬝ᵥ φ = ((∑ i, Complex.normSq (φ i) : ℝ) : ℂ) := by
  simp [dotProduct, Complex.normSq_eq_conj_mul_self]
```

## (b) A pure state as a density matrix

**Task.** Show that, for every vector ψ, the trace against |ψ⟩⟨ψ| gives the quadratic form:

Tr(|ψ⟩⟨ψ| A) = ⟨ψ, Aψ⟩.

**Solution.** The matrix |ψ⟩⟨ψ| has entries ψ_j ψ_i* in row j and column i. Hence

Tr(|ψ⟩⟨ψ| A) = Σ_j Σ_i ψ_j ψ_i* A_ij = Σ_i ψ_i* Σ_j A_ij ψ_j = ⟨ψ, Aψ⟩.

The exchange of the two sums is `Finset.sum_comm`; `ring` reorders the factors.

```lean
omit [DecidableEq n] in
/-- The trace of `|ψ⟩⟨ψ| A` is `⟨ψ, A ψ⟩`. -/
theorem trace_pure (ψ : n → ℂ) (A : Matrix n n ℂ) :
    (vecMulVec ψ (star ψ) * A).trace = star ψ ⬝ᵥ A *ᵥ ψ := by
  simp only [Matrix.trace, Matrix.diag_apply, Matrix.mul_apply, Matrix.vecMulVec_apply,
    dotProduct, Matrix.mulVec, Finset.mul_sum]
  rw [Finset.sum_comm]
  refine Finset.sum_congr rfl fun i _ => Finset.sum_congr rfl fun j _ => ?_
  ring
```

## (c) The trace as a sum over rows

**Task.** Let b_i be the complex conjugate of row i of a square matrix B. Show that

Tr(B†B A) = Σ_i ⟨b_i, A b_i⟩.

**Solution.** Cyclicity gives Tr(B†B A) = Tr(B A B†). Written out, this is

Σ_i Σ_j Σ_l B_ij A_jl B_il*.

Since B_ij = (b_i)_j* and B_il* = (b_i)_l, the sums over j and l give ⟨b_i, A b_i⟩. For A = 1 the identity reads Tr(B†B) = Σ_i ⟨b_i, b_i⟩, which is used in (f) and (g). In Lean, b_i is `star (B i)`.

```lean
omit [DecidableEq n] in
/-- The trace of `B†B A` is a sum of quadratic forms of `A` over the conjugated rows of `B`. -/
theorem trace_gram_mul (B A : Matrix n n ℂ) :
    (Bᴴ * B * A).trace = ∑ i, star (star (B i)) ⬝ᵥ A *ᵥ star (B i) := by
  rw [Matrix.mul_assoc, Matrix.trace_mul_comm, Matrix.mul_assoc]
  simp [Matrix.trace, Matrix.mul_apply, dotProduct, Matrix.mulVec]
```

## (d) Factoring a positive matrix

**Task.** Show that every positive semidefinite ρ can be written, for some square B, as

ρ = B†B.

**Solution.** Diagonalise ρ = Σ_i p_i |v_i⟩⟨v_i| with orthonormal v_i and p_i ≥ 0, and take B = Σ_i √p_i |v_i⟩⟨v_i|. Then B is Hermitian and B†B = B² = ρ. Lean obtains the factor from a general Mathlib theorem on nonnegative elements of C*-algebras.

```lean
/-- Every positive semidefinite matrix has the form `B†B`. -/
theorem exists_factor {ρ : Matrix n n ℂ} (hρ : ρ.PosSemidef) :
    ∃ B : Matrix n n ℂ, ρ = Bᴴ * B := by
  open scoped MatrixOrder in
  exact CStarAlgebra.nonneg_iff_eq_star_mul_self.mp hρ.nonneg
```

## (e) From unit vectors to all nonzero vectors

**Task.** Suppose c < E(A, ψ) for every unit vector ψ. Show that every φ ≠ 0 satisfies

c ⟨φ, φ⟩ < E(A, φ).

**Solution.** Let s = ⟨φ, φ⟩, which is positive by (a), and t = 1/√s. Then tφ is a unit vector because t²s = 1, and E(A, tφ) = t² E(A, φ). The assumption gives c < t² E(A, φ). Multiplying by s gives

c s < t² s E(A, φ) = E(A, φ).

The facts `hts`, `hu` and `he` are t²s = 1, the normalisation of tφ and the scaling of E. The last `calc` block is the multiplication by s.

```lean
omit [DecidableEq n] in
/-- If `Re ⟨ψ, A ψ⟩` exceeds `c` for all unit vectors `ψ`, then `Re ⟨φ, A φ⟩` exceeds `c ⟨φ, φ⟩` for
every nonzero `φ`. -/
theorem expect_gt_of_unit {A : Matrix n n ℂ} {c : ℝ}
    (h : ∀ ψ : n → ℂ, star ψ ⬝ᵥ ψ = 1 → c < expect A ψ) {φ : n → ℂ} (hφ : φ ≠ 0) :
    c * (star φ ⬝ᵥ φ).re < expect A φ := by
  rw [star_dot_self, Complex.ofReal_re]
  set s : ℝ := ∑ i, Complex.normSq (φ i) with hs
  have hpos : 0 < s := by
    obtain ⟨i, hi⟩ := Function.ne_iff.mp hφ
    exact Finset.sum_pos' (fun j _ => Complex.normSq_nonneg _)
      ⟨i, Finset.mem_univ i, Complex.normSq_pos.mpr hi⟩
  -- normalise the vector
  set t : ℝ := (√s)⁻¹ with ht
  have hts : t * t * s = 1 := by
    have h1 : √s * √s = s := Real.mul_self_sqrt hpos.le
    have h2 : √s ≠ 0 := (Real.sqrt_pos.mpr hpos).ne'
    calc t * t * s = t * t * (√s * √s) := by rw [h1]
      _ = 1 := by rw [ht]; field_simp
  have hu : star ((t : ℂ) • φ) ⬝ᵥ ((t : ℂ) • φ) = 1 := by
    have : ∑ i, Complex.normSq (((t : ℂ) • φ) i) = t * t * s := by
      rw [hs, Finset.mul_sum]
      refine Finset.sum_congr rfl fun i _ => ?_
      rw [Pi.smul_apply, smul_eq_mul, Complex.normSq_mul, Complex.normSq_ofReal]
    rw [star_dot_self, this, hts, Complex.ofReal_one]
  have he : expect A ((t : ℂ) • φ) = t * t * expect A φ := by
    simp [expect, Matrix.mulVec_smul, star_smul, smul_dotProduct, dotProduct_smul, mul_assoc]
  have hlt := h _ hu
  rw [he] at hlt
  calc c * s < t * t * expect A φ * s := by gcongr
    _ = (t * t * s) * expect A φ := by ring
    _ = expect A φ := by rw [hts, one_mul]
```

## (f) A pure state at or below the ensemble average

**Task.** Show that for every density matrix ρ and every matrix A there is a unit vector ψ with

E(A, ψ) ≤ Re Tr(ρA).

**Solution.** Put c = Re Tr(ρA) and suppose that c < E(A, ψ) for all unit ψ. Factor ρ = B†B by (d). By (c),

Σ_i E(A, b_i) = c and Σ_i ⟨b_i, b_i⟩ = Tr ρ = 1.

The second sum shows that some b_i is nonzero. By (e), c⟨b_i, b_i⟩ < E(A, b_i) for each nonzero b_i, while both sides vanish for b_i = 0. Summing over i,

c = Σ_i c⟨b_i, b_i⟩ < Σ_i E(A, b_i) = c,

a contradiction. In Lean the two sums are `hA` and `h1`, and `Finset.sum_lt_sum` combines the weak inequalities with the one strict inequality.

```lean
/-- For every density matrix `ρ` and every matrix `A`, some unit vector `ψ` has `Re ⟨ψ, A ψ⟩ ≤ Re
Tr(ρ A)`. -/
theorem exists_pure_le_ensemble {ρ : Matrix n n ℂ} (hρ : IsDensity ρ) (A : Matrix n n ℂ) :
    ∃ ψ : n → ℂ, star ψ ⬝ᵥ ψ = 1 ∧ expect A ψ ≤ (ρ * A).trace.re := by
  by_contra hcon
  push Not at hcon
  obtain ⟨B, rfl⟩ := exists_factor hρ.1
  have hA : (Bᴴ * B * A).trace.re = ∑ i, expect A (star (B i)) := by
    rw [trace_gram_mul, Complex.re_sum]
    rfl
  have h1 : ∑ i, (star (star (B i)) ⬝ᵥ star (B i)).re = 1 := by
    have e := trace_gram_mul B 1
    simp only [mul_one, Matrix.one_mulVec] at e
    rw [← Complex.re_sum, ← e, hρ.2, Complex.one_re]
  obtain ⟨i₀, hi₀⟩ : ∃ i, star (B i) ≠ 0 := by
    by_contra h0
    push Not at h0
    simp [h0] at h1
  -- a strict bound on every nonzero row would make the average exceed itself
  have hlt : ∑ i, (Bᴴ * B * A).trace.re * (star (star (B i)) ⬝ᵥ star (B i)).re
      < ∑ i, expect A (star (B i)) := by
    refine Finset.sum_lt_sum (fun i _ => ?_)
      ⟨i₀, Finset.mem_univ _, expect_gt_of_unit hcon hi₀⟩
    by_cases h : star (B i) = 0
    · rw [h]; simp [expect]
    · exact (expect_gt_of_unit hcon h).le
  rw [← Finset.mul_sum, h1, mul_one] at hlt
  exact hlt.ne hA
```

## (g) Compactness of the set of states

**Task.** Let D be the set of density matrices. Show that D is compact by proving

D = { B†B : Σ_i Σ_j |B_ij|² = 1 }.

**Solution.** By (c) and (a), Tr(B†B) = Σ_i Σ_j |B_ij|². Every B†B is positive semidefinite, so it is a density matrix exactly when this sum is 1. By (d), every density matrix arises in this way.

The set K of matrices B with sum 1 is closed, being defined by a continuous equation. Each of its entries satisfies |B_ij| ≤ 1, so K is a closed subset of a finite product of closed discs and is compact. The map B ↦ B†B is continuous, so its image D is compact too. These steps are `hclosed`, `hbox`, `hK` and `himg`.

```lean
/-- The density matrices of a finite-dimensional system form a compact set. -/
theorem isCompact_density : IsCompact {ρ : Matrix n n ℂ | IsDensity ρ} := by
  have htr : ∀ B : Matrix n n ℂ,
      (Bᴴ * B).trace = ((∑ i, ∑ j, Complex.normSq (B i j) : ℝ) : ℂ) := by
    intro B
    have e := trace_gram_mul B 1
    simp only [mul_one, Matrix.one_mulVec] at e
    rw [e]
    simp only [star_dot_self]
    simp
  let K : Set (Matrix n n ℂ) := {B | ∑ i, ∑ j, Complex.normSq (B i j) = 1}
  have hclosed : IsClosed K := isClosed_eq
    (continuous_finsetSum _ fun i _ => continuous_finsetSum _ fun j _ =>
      Complex.continuous_normSq.comp (continuous_id.matrix_elem i j)) continuous_const
  have hbox : IsCompact (Set.univ.pi fun _ : n => Set.univ.pi fun _ : n =>
      Metric.closedBall (0 : ℂ) 1) :=
    isCompact_univ_pi fun _ => isCompact_univ_pi fun _ => isCompact_closedBall 0 1
  have hK : IsCompact K := by
    refine IsCompact.of_isClosed_subset (X := Matrix n n ℂ) hbox hclosed ?_
    intro B hB i _ j _
    have h1 : Complex.normSq (B i j) ≤ ∑ l, Complex.normSq (B i l) :=
      Finset.single_le_sum (f := fun l => Complex.normSq (B i l))
        (fun l _ => Complex.normSq_nonneg _) (Finset.mem_univ j)
    have h2 : ∑ l, Complex.normSq (B i l) ≤ ∑ p, ∑ l, Complex.normSq (B p l) :=
      Finset.single_le_sum (f := fun p => ∑ l, Complex.normSq (B p l))
        (fun p _ => Finset.sum_nonneg fun l _ => Complex.normSq_nonneg _) (Finset.mem_univ i)
    have h3 : ∑ p, ∑ l, Complex.normSq (B p l) = 1 := hB
    rw [Complex.normSq_eq_norm_sq] at h1
    rw [mem_closedBall_zero_iff]
    nlinarith [norm_nonneg (B i j)]
  -- density matrices are the image of this sphere under B ↦ B†B
  have himg : {ρ : Matrix n n ℂ | IsDensity ρ} = (fun B : Matrix n n ℂ => Bᴴ * B) '' K := by
    ext ρ
    constructor
    · intro hρ
      obtain ⟨B, rfl⟩ := exists_factor hρ.1
      have h := hρ.2
      rw [htr] at h
      exact ⟨B, Complex.ofReal_injective (by simpa using h), rfl⟩
    · rintro ⟨B, hB, rfl⟩
      refine ⟨Matrix.posSemidef_conjTranspose_mul_self B, ?_⟩
      have h : ∑ i, ∑ j, Complex.normSq (B i j) = 1 := hB
      rw [htr, h, Complex.ofReal_one]
  rw [himg]
  exact hK.image (continuous_id.matrix_conjTranspose.matrix_mul continuous_id)
```

## (h) The dual criterion

**Task.** Let the O_j be Hermitian and the d_j real. Show that a density matrix ρ with

Tr(ρ O_j) = d_j for all j

exists if and only if for every real k there is a unit vector ψ with

⟨ψ, O(k)ψ⟩ ≤ Σ_j k_j d_j.

**Solution.** Suppose first that ρ exists. By linearity, Re Tr(ρ O(k)) = Σ_j k_j d_j, and (f) with A = O(k) supplies ψ.

Conversely, assume the condition on k. Let L(ρ) be the real vector with components Re Tr(ρ O_j). The set L(D) is compact by (g), hence closed. It is convex because a mixture aρ + bσ, with a, b ≥ 0 and a + b = 1, is again a density matrix and L respects mixtures.

If d lies in L(D), some ρ has Re Tr(ρ O_j) = d_j. The trace is real, since

Tr(ρ O_j)* = Tr(O_j ρ) = Tr(ρ O_j),

so ρ has the required moments.

If d lies outside L(D), a hyperplane separates them: there are a linear functional f and a number u with f(d) < u < f(x) for all x in L(D). Write f(v) = Σ_j k_j v_j and take the ψ that the condition provides for this k. The matrix |ψ⟩⟨ψ| is positive semidefinite, and by (b) with A = 1 it has trace one. So it belongs to D, and

Σ_j k_j d_j < u < f(L(|ψ⟩⟨ψ|)) = E(O(k), ψ) ≤ Σ_j k_j d_j,

which is impossible.

In Lean, `hcomb` is the linearity, `hconv` the convexity and `hs` the reality of the trace. `geometric_hahn_banach_point_closed` gives the hyperplane, whose coefficients are read off on the standard basis vectors, and `linarith` closes the chain.

**The statement in Lean.** The moment condition is an equality of complex numbers, so it also fixes the imaginary part. The vector ψ is chosen after k and may change with it. Since O(k) is Hermitian, the smallest value of ⟨ψ, O(k)ψ⟩ over unit vectors is its lowest eigenvalue (the Rayleigh principle, not formalised here), so the condition on k says that this eigenvalue is at most Σ_j k_j d_j, which is the test of the opening. The state found may be mixed, so the criterion concerns ensemble representability, not representability by a pure state. As soon as there is at least one observable, it ranges over infinitely many k, and the theorem supplies no finite list that suffices. Dimension zero needs no exclusion, because there both sides are false.

```lean
/-- **Kummer's dual characterisation.** For Hermitian `O_j` and real `d_j`, a density matrix `ρ`
with moments `Tr(ρ O_j) = d_j` for all `j` exists iff for all real `k` some unit vector has `⟨ψ, ∑
k_j O_j ψ⟩ ≤ ∑ k_j d_j`. -/
theorem kummer_dual (O : m → Matrix n n ℂ) (hO : ∀ j, (O j).IsHermitian) (d : m → ℝ) :
    (∃ ρ, IsDensity ρ ∧ ∀ j, (ρ * O j).trace = (d j : ℂ)) ↔
      ∀ k : m → ℝ, ∃ ψ : n → ℂ, star ψ ⬝ᵥ ψ = 1 ∧
        expect (combination O k) ψ ≤ ∑ j, k j * d j := by
  have hcomb : ∀ (ρ : Matrix n n ℂ) (k : m → ℝ),
      (ρ * combination O k).trace.re = ∑ j, k j * (ρ * O j).trace.re := by
    intro ρ k
    simp [combination, Finset.mul_sum, Matrix.trace_sum, Matrix.trace_smul, Complex.re_sum]
  constructor
  · rintro ⟨ρ, hρ, hd⟩ k
    obtain ⟨ψ, hψ, hle⟩ := exists_pure_le_ensemble hρ (combination O k)
    refine ⟨ψ, hψ, hle.trans_eq ?_⟩
    rw [hcomb]
    simp [hd]
  · intro h
    let L : Matrix n n ℂ → (m → ℝ) := fun ρ j => (ρ * O j).trace.re
    have hL : Continuous L := continuous_pi fun j =>
      Complex.continuous_re.comp (continuous_id.matrix_mul continuous_const).matrix_trace
    have hclosed : IsClosed (L '' {ρ | IsDensity ρ}) := (isCompact_density.image hL).isClosed
    have hconv : Convex ℝ (L '' {ρ | IsDensity ρ}) := by
      rintro _ ⟨ρ, hρ, rfl⟩ _ ⟨σ, hσ, rfl⟩ a b ha hb hab
      have ha' : (0 : ℂ) ≤ (a : ℂ) := by exact_mod_cast ha
      have hb' : (0 : ℂ) ≤ (b : ℂ) := by exact_mod_cast hb
      refine ⟨(a : ℂ) • ρ + (b : ℂ) • σ, ⟨(hρ.1.smul ha').add (hσ.1.smul hb'), ?_⟩, ?_⟩
      · rw [Matrix.trace_add, Matrix.trace_smul, Matrix.trace_smul, hρ.2, hσ.2]
        simp only [smul_eq_mul, mul_one]
        exact_mod_cast hab
      · ext j
        simp [L, Matrix.add_mul, Matrix.trace_add, Matrix.trace_smul]
    by_cases hd : d ∈ L '' {ρ | IsDensity ρ}
    · obtain ⟨ρ, hρ, hρd⟩ := hd
      refine ⟨ρ, hρ, fun j => ?_⟩
      -- moments of Hermitian observables are real
      have hs : star (ρ * O j).trace = (ρ * O j).trace := by
        rw [← Matrix.trace_conjTranspose, Matrix.conjTranspose_mul, hρ.1.1.eq, (hO j).eq,
          Matrix.trace_mul_comm]
      rw [← hρd]
      exact (Complex.conj_eq_iff_re.mp hs).symm
    -- otherwise a hyperplane separates d from all moment vectors
    · exfalso
      classical
      obtain ⟨f, u, hfd, hfu⟩ := geometric_hahn_banach_point_closed hconv hclosed hd
      let k : m → ℝ := fun i => f fun j => if i = j then 1 else 0
      have hf : ∀ v : m → ℝ, f v = ∑ j, k j * v j := by
        intro v
        have e := LinearMap.pi_apply_eq_sum_univ (f : (m → ℝ) →ₗ[ℝ] ℝ) v
        simpa [k, mul_comm] using e
      obtain ⟨ψ, hψ, hle⟩ := h k
      have hdens : IsDensity (vecMulVec ψ (star ψ)) := by
        refine ⟨Matrix.posSemidef_vecMulVec_self_star ψ, ?_⟩
        have e := trace_pure ψ 1
        rwa [mul_one, Matrix.one_mulVec, hψ] at e
      have hlt := hfu _ ⟨_, hdens, rfl⟩
      have e : f (L (vecMulVec ψ (star ψ))) = expect (combination O k) ψ := by
        rw [hf, expect, ← trace_pure, hcomb]
      rw [e] at hlt
      rw [hf] at hfd
      linarith

end

end KummerDual
```

```lean
#print axioms KummerDual.kummer_dual
-- 'KummerDual.kummer_dual' depends on axioms: [propext, Classical.choice, Quot.sound]
```

## A non-Hermitian matrix that passes the test

Hermiticity enters only through the reality of the trace, in the converse direction. Without it the converse fails already in dimension one. Take the single 1×1 matrix O = (i) and d = 0. For every real k and every unit ψ,

Re ⟨ψ, kOψ⟩ = Re(ki) = 0 ≤ k·0,

so the condition on k holds. The only density matrix is ρ = (1), and Tr(ρO) = i ≠ 0.
